# Two vector families can be biorthogonalized in order exactly when every leading minor of their pairing matrix is nonzero

## The division in two-sided Lanczos

For a non-Hermitian matrix, the two-sided Lanczos method builds right vectors and left vectors together. At each step it removes from the new vectors their components along the earlier ones, which means dividing by the pairing of an earlier left vector with its right partner. If that pairing is zero, the step fails, even when neither vector is zero.

For finite families in exact arithmetic, the result below tells from the original pairings whether this order-preserving process can finish with all diagonal pairings nonzero. For Lanczos with a matrix $A$, the original families are the Krylov vectors $A^jv_0$ and $(A^T)^jw_0$ built from the starting vectors $v_0$ and $w_0$.

## Pairings and triangular recombinations

Let $v_0,\dots,v_{m-1}$ and $w_0,\dots,w_{m-1}$ be vectors with finitely many components in a field $K$, and let $G_{ij}=w_i^T v_j$. New vectors are formed as
$$v'_j=\sum_i R_{ij}v_i,\qquad w'_j=\sum_i S_{ij}w_i,$$
where $R$ and $S$ are unit upper triangular: ones on the diagonal, zeros below. Each new vector is thus the old one plus a combination of its predecessors.

Write $\Delta_k$ for the determinant of the top left $k\times k$ block of $G$, with $\Delta_0=1$. Matrices $S,R$ with $w_i'^Tv'_j=0$ for $i\ne j$ and $w_i'^Tv'_i\neq0$ for all $i$ exist if and only if $\Delta_k\ne0$ for every $k\le m$.

In Lean, `pairing w v` is $G$, `recombine R v` is the family $v'$, and `leadingMinor G k hk` is $\Delta_k$, where `hk` records $k\le m$. `UnitUpper` and `Biorthogonal` are the two conditions just described. The pairing has no complex conjugation; for a Hermitian inner product, the $w_i$ hold the conjugated components of the left vectors.

The theorem concerns exact zeros. A tiny nonzero minor passes the test, although rounding errors may then be strongly amplified.

## Invariant minors and a linear system

The new pairing matrix is
$$G'_{ij}=\sum_{a,b}S_{ai}G_{ab}R_{bj}=(S^TGR)_{ij}.$$
If $j<k\le b$, then $R_{bj}=0$. For any $m\times m$ matrix $M$, the leading $k\times k$ block of $MR$ is therefore the product of the leading blocks of $M$ and $R$, and the latter has determinant 1. The same holds for $S^T$ on the left, by transposition. Hence $G'$ and $G$ have the same $\Delta_k$.

**Necessity.** If $G'$ is diagonal with nonzero entries $d_i$, then $\Delta_k=\prod_{i<k}d_i\neq0$.

**Sufficiency.** For each $j$, set $R_{jj}=1$ and find $R_{aj}$ for $a<j$ from
$$\sum_{a<j}G_{ia}R_{aj}=-G_{ij},\qquad i<j.$$
This is solvable because $\Delta_j\ne0$, and it gives $(GR)_{ij}=0$ for $i<j$. Since $S_{ai}=0$ for $a>i$,
$$G'_{ij}=\sum_{a\le i}S_{ai}(GR)_{aj}=0,\qquad i<j.$$
Choosing $S$ in the same way from $G^T$ removes the entries with $i>j$. Now $G'$ is diagonal, and $\prod_{i\le j}d_i=\Delta_{j+1}\ne0$ forces $d_j\neq0$.

## One pair, and a breakdown with two

For $m=1$ nothing can be recombined, and the condition is simply $w_0^Tv_0\neq0$.

For $m=2$, take $w_0=(0,1)$, $w_1=(1,0)$, $v_0=(1,0)$, $v_1=(0,1)$. Then
$$G=\begin{pmatrix}0&1\\1&0\end{pmatrix},\qquad \det G=-1,\qquad \Delta_1=0.$$
The pairing matrix is invertible, yet no admissible $S,R$ exist. Exchanging $w_0$ and $w_1$ makes the families biorthogonal at once, so the obstruction lies in the order.

## The Lean file

```lean
import Mathlib

open Matrix

namespace BiorthogonalizationWithoutBreakdown

variable {K n : Type*} [Field K] [Fintype n] {m : ℕ}

/-- The matrix of pairings `G i j = w i · v j` between left and right vectors. -/
def pairing (w v : Fin m → n → K) : Matrix (Fin m) (Fin m) K :=
  Matrix.of fun i j => w i ⬝ᵥ v j

/-- The recombined family whose `j`-th vector is `∑ i, R i j • v i`. -/
def recombine (R : Matrix (Fin m) (Fin m) K) (v : Fin m → n → K) : Fin m → n → K :=
  fun j => ∑ i, R i j • v i

/-- Upper triangular matrices with ones on the diagonal. -/
def UnitUpper (R : Matrix (Fin m) (Fin m) K) : Prop :=
  (∀ i, R i i = 1) ∧ ∀ i j, j < i → R i j = 0

/-- Different indices pair to zero, equal indices pair to a nonzero number. -/
def Biorthogonal (w v : Fin m → n → K) : Prop :=
  (∀ i j, i ≠ j → w i ⬝ᵥ v j = 0) ∧ ∀ i, w i ⬝ᵥ v i ≠ 0

/-- The determinant of the top left `k` by `k` block. -/
def leadingMinor (G : Matrix (Fin m) (Fin m) K) (k : ℕ) (hk : k ≤ m) : K :=
  (G.submatrix (Fin.castLE hk) (Fin.castLE hk)).det

/-- A sum whose terms vanish from index `k` on is a sum over the first `k` indices. -/
theorem sum_leading {k : ℕ} (hk : k ≤ m) (f : Fin m → K)
    (hf : ∀ a : Fin m, k ≤ a.val → f a = 0) :
    ∑ b : Fin k, f (Fin.castLE hk b) = ∑ a, f a := by
  refine Fintype.sum_of_injective (Fin.castLE hk) (Fin.castLE_injective hk) _ _ ?_
    (fun _ => rfl)
  intro a ha
  apply hf
  by_contra h
  exact ha ⟨⟨a.val, by omega⟩, rfl⟩

/-- Multiplication on the right by a unit upper triangular matrix keeps every leading minor. -/
theorem leadingMinor_mul_right {R : Matrix (Fin m) (Fin m) K} (hR : UnitUpper R)
    (M : Matrix (Fin m) (Fin m) K) {k : ℕ} (hk : k ≤ m) :
    leadingMinor (M * R) k hk = leadingMinor M k hk := by
  -- leading blocks multiply, because `R` has nothing below the diagonal
  have hblock : (M * R).submatrix (Fin.castLE hk) (Fin.castLE hk) =
      M.submatrix (Fin.castLE hk) (Fin.castLE hk) *
        R.submatrix (Fin.castLE hk) (Fin.castLE hk) := by
    ext i j
    simp only [Matrix.submatrix_apply, Matrix.mul_apply]
    refine (sum_leading hk (fun a => M (Fin.castLE hk i) a * R a (Fin.castLE hk j)) ?_).symm
    intro a ha
    have hval : j.val < a.val := lt_of_lt_of_le j.isLt ha
    have hlt : Fin.castLE hk j < a := hval
    simp [hR.2 _ _ hlt]
  have hdet : (R.submatrix (Fin.castLE hk) (Fin.castLE hk)).det = 1 := by
    rw [Matrix.det_of_isUpperTriangular]
    · simp [hR.1]
    · intro i j hij
      have hlt : Fin.castLE hk j < Fin.castLE hk i := hij
      exact hR.2 _ _ hlt
  unfold leadingMinor
  rw [hblock, Matrix.det_mul, hdet, mul_one]

/-- Recombining the two families turns the pairing matrix `G` into `Sᵀ G R`. -/
theorem pairing_recombine (S R : Matrix (Fin m) (Fin m) K) (w v : Fin m → n → K) :
    pairing (recombine S w) (recombine R v) = Sᵀ * pairing w v * R := by
  have hr : ∀ (T : Matrix (Fin m) (Fin m) K) (u : Fin m → n → K),
      Matrix.of (recombine T u) = Tᵀ * Matrix.of u := by
    intro T u
    ext i x
    simp [recombine, Matrix.mul_apply, Finset.sum_apply]
  have hp : ∀ a b : Fin m → n → K, pairing a b = Matrix.of a * (Matrix.of b)ᵀ := by
    intro a b
    ext i j
    simp [pairing, Matrix.mul_apply, dotProduct]
  rw [hp, hp, hr, hr, Matrix.transpose_mul, Matrix.transpose_transpose]
  simp only [Matrix.mul_assoc]

/-- Unit upper triangular recombinations leave every leading minor of the pairings unchanged. -/
theorem leadingMinor_recombine {S R : Matrix (Fin m) (Fin m) K} (hS : UnitUpper S)
    (hR : UnitUpper R) (w v : Fin m → n → K) {k : ℕ} (hk : k ≤ m) :
    leadingMinor (pairing (recombine S w) (recombine R v)) k hk =
      leadingMinor (pairing w v) k hk := by
  have ht : ∀ M : Matrix (Fin m) (Fin m) K, leadingMinor Mᵀ k hk = leadingMinor M k hk :=
    fun M => Matrix.det_transpose (M.submatrix (Fin.castLE hk) (Fin.castLE hk))
  rw [pairing_recombine, leadingMinor_mul_right hR, ← ht (Sᵀ * pairing w v),
    Matrix.transpose_mul, Matrix.transpose_transpose, leadingMinor_mul_right hS, ht]

/-- A leading minor of a diagonal matrix is the product of its leading diagonal entries. -/
theorem leadingMinor_diagonal {D : Matrix (Fin m) (Fin m) K}
    (hD : ∀ i j, i ≠ j → D i j = 0) {k : ℕ} (hk : k ≤ m) :
    leadingMinor D k hk = ∏ b : Fin k, D (Fin.castLE hk b) (Fin.castLE hk b) := by
  unfold leadingMinor
  rw [Matrix.det_of_isUpperTriangular]
  · rfl
  · intro i j hij
    have hlt : Fin.castLE hk j < Fin.castLE hk i := hij
    exact hD _ _ hlt.ne'

/-- If all leading minors of `G` are nonzero, some unit upper triangular `R` makes `G R`
vanish above the diagonal. -/
theorem exists_lower (G : Matrix (Fin m) (Fin m) K)
    (hG : ∀ k (hk : k ≤ m), leadingMinor G k hk ≠ 0) :
    ∃ R : Matrix (Fin m) (Fin m) K, UnitUpper R ∧ ∀ i j, i < j → (G * R) i j = 0 := by
  have col : ∀ j : Fin m, ∃ r : Fin m → K, r j = 1 ∧ (∀ i, j < i → r i = 0) ∧
      ∀ i, i < j → ∑ a, G i a * r a = 0 := by
    intro j
    let A := G.submatrix (Fin.castLE j.isLt.le) (Fin.castLE j.isLt.le)
    have hA : IsUnit A.det := isUnit_iff_ne_zero.2 (hG j.val j.isLt.le)
    -- solve the leading system for the coefficients of the earlier vectors
    obtain ⟨x, hx⟩ : ∃ x, A *ᵥ x = fun b => -G (Fin.castLE j.isLt.le b) j :=
      ⟨A⁻¹ *ᵥ _, by rw [Matrix.mulVec_mulVec, Matrix.mul_nonsing_inv A hA, Matrix.one_mulVec]⟩
    let r : Fin m → K := fun a => if h : a.val < j.val then x ⟨a.val, h⟩ else 0
    have hr : ∀ a : Fin m, j.val ≤ a.val → r a = 0 := fun a ha => dif_neg (not_lt.2 ha)
    refine ⟨fun a => r a + if a = j then 1 else 0, ?_, ?_, ?_⟩
    · simp [hr j le_rfl]
    · intro i hi
      simp [hr i (le_of_lt hi), hi.ne']
    · intro i hi
      have s := sum_leading j.isLt.le (fun a => G i a * r a)
        (fun a ha => by simp [hr a ha])
      have e : ∑ b : Fin j.val, G i (Fin.castLE j.isLt.le b) * r (Fin.castLE j.isLt.le b)
          = -G i j := by
        refine Eq.trans (Finset.sum_congr rfl fun b _ => ?_) (congrFun hx ⟨i.val, hi⟩)
        have hb : r (Fin.castLE j.isLt.le b) = x b := dif_pos b.isLt
        rw [hb]
        rfl
      have s' : ∑ a, G i a * r a = -G i j := s.symm.trans e
      simp [mul_add, Finset.sum_add_distrib, s']
  choose r h1 h2 h3 using col
  exact ⟨Matrix.of fun i j => r j i, ⟨h1, fun i j hij => h2 j i hij⟩,
    fun i j hij => h3 j i hij⟩

/-- If `S` is unit upper triangular and `L` vanishes above the diagonal, so does `Sᵀ L`. -/
theorem transpose_mul_lower {S L : Matrix (Fin m) (Fin m) K} (hS : UnitUpper S)
    (h : ∀ i j, i < j → L i j = 0) (i j : Fin m) (hij : i < j) : (Sᵀ * L) i j = 0 := by
  rw [Matrix.mul_apply]
  refine Finset.sum_eq_zero fun a _ => ?_
  rcases lt_or_ge i a with hlt | hge
  · rw [Matrix.transpose_apply, hS.2 a i hlt, zero_mul]
  · rw [h a j (lt_of_le_of_lt hge hij), mul_zero]

/-- Two families can be made biorthogonal, with nonzero diagonal pairings, by unit upper
triangular recombinations if and only if every leading minor of their pairing matrix is nonzero. -/
theorem exists_biorthogonal_iff (w v : Fin m → n → K) :
    (∃ S R : Matrix (Fin m) (Fin m) K, UnitUpper S ∧ UnitUpper R ∧
      Biorthogonal (recombine S w) (recombine R v)) ↔
    ∀ k (hk : k ≤ m), leadingMinor (pairing w v) k hk ≠ 0 := by
  constructor
  · rintro ⟨S, R, hS, hR, hb⟩ k hk
    have off : ∀ i j, i ≠ j → pairing (recombine S w) (recombine R v) i j = 0 := hb.1
    rw [← leadingMinor_recombine hS hR, leadingMinor_diagonal off]
    exact Finset.prod_ne_zero_iff.2 fun b _ => hb.2 _
  · intro h
    have hsw : pairing v w = (pairing w v)ᵀ := by
      ext i j
      exact dotProduct_comm _ _
    have h' : ∀ k (hk : k ≤ m), leadingMinor (pairing v w) k hk ≠ 0 := by
      intro k hk
      rw [hsw]
      exact fun h0 => h k hk ((Matrix.det_transpose
        ((pairing w v).submatrix (Fin.castLE hk) (Fin.castLE hk))).symm.trans h0)
    obtain ⟨R, hR, hR0⟩ := exists_lower _ h
    obtain ⟨S, hS, hS0⟩ := exists_lower _ h'
    have off : ∀ i j, i ≠ j → pairing (recombine S w) (recombine R v) i j = 0 := by
      intro i j hij
      rcases lt_or_gt_of_ne hij with hlt | hgt
      · rw [pairing_recombine, Matrix.mul_assoc]
        exact transpose_mul_lower hS hR0 i j hlt
      · have e := transpose_mul_lower hR hS0 j i hgt
        rw [← Matrix.mul_assoc, ← pairing_recombine] at e
        exact (dotProduct_comm _ _).trans e
    refine ⟨S, R, hS, hR, off, fun i hi => ?_⟩
    -- a vanishing diagonal pairing would make the next leading minor vanish
    have hd := h (i.val + 1) i.isLt
    rw [← leadingMinor_recombine hS hR, leadingMinor_diagonal off] at hd
    exact hd (Finset.prod_eq_zero (Finset.mem_univ (Fin.last i.val)) hi)

/-- The left vectors `(0,1), (1,0)` and right vectors `(1,0), (0,1)` have an invertible pairing
matrix, yet no unit upper triangular recombinations make them biorthogonal with nonzero
diagonal pairings. -/
theorem breakdown_with_invertible_pairing :
    (pairing ![![0, 1], ![1, 0]] ![![1, 0], ![0, (1 : K)]]).det ≠ 0 ∧
    ¬ ∃ S R : Matrix (Fin 2) (Fin 2) K, UnitUpper S ∧ UnitUpper R ∧
      Biorthogonal (recombine S ![![0, 1], ![1, 0]]) (recombine R ![![1, 0], ![0, 1]]) := by
  constructor
  · simp [pairing, Matrix.det_fin_two, dotProduct, Fin.sum_univ_two]
  · rw [exists_biorthogonal_iff]
    intro h
    apply h 1 (by norm_num)
    rw [leadingMinor, Matrix.det_fin_one]
    change (![0, 1] : Fin 2 → K) ⬝ᵥ ![1, 0] = 0
    simp [dotProduct, Fin.sum_univ_two]

end BiorthogonalizationWithoutBreakdown
```

```lean
#print axioms BiorthogonalizationWithoutBreakdown.exists_biorthogonal_iff
#print axioms BiorthogonalizationWithoutBreakdown.breakdown_with_invertible_pairing
```

```
'BiorthogonalizationWithoutBreakdown.exists_biorthogonal_iff' depends on axioms: [propext, Classical.choice, Quot.sound]
'BiorthogonalizationWithoutBreakdown.breakdown_with_invertible_pairing' depends on axioms: [propext, Classical.choice, Quot.sound]
```

## How the proof follows the derivation

`sum_leading` shortens a sum whose terms vanish from index $k$ on. `leadingMinor_mul_right` uses it to multiply leading blocks, `pairing_recombine` proves $G'=S^TGR$, and `leadingMinor_recombine` combines them into the invariance of the minors, with a transpose for the left factor.

`exists_lower` solves the linear system with the inverse of the leading block, extends the solution by zeros and adds the 1 at position $j$; `choose` then collects the columns into $R$. `transpose_mul_lower` is the argument that $S^T$ preserves the zeros above the diagonal.

In `exists_biorthogonal_iff`, the forward direction uses invariance and the product formula `leadingMinor_diagonal`. The reverse direction applies `exists_lower` to both `pairing w v` and `pairing v w`, then treats $i<j$ and $i>j$ separately. A zero diagonal pairing would make the product for $\Delta_{i+1}$ vanish, contradicting the hypothesis.

`breakdown_with_invertible_pairing` treats the two-vector example over any field: it computes the determinant directly and rules out $S,R$ by applying the equivalence at $k=1$.
